# Harmonic confinement of an electron and a hole splits into centre-of-mass and relative parts exactly at equal frequencies

Take an electron and a hole of unit mass on a line, at $x$ and $y$, with

$$V(x,y)=\tfrac12\omega_e^2x^2+\tfrac12\omega_h^2y^2 .$$

Suppose $V(x,y)=F(x+y)+G(x-y)$. At the configurations $(2,0)$, $(1,1)$, $(1,-1)$, $(0,0)$ the pair $(x+y,\,x-y)$ is $(2,2)$, $(2,0)$, $(0,2)$, $(0,0)$, a rectangle. In the alternating sum every value of $F$ and $G$ cancels:

$$0=V(2,0)-V(1,1)-V(1,-1)+V(0,0)=\omega_e^2-\omega_h^2 .$$

No continuity or differentiability of $F$ and $G$ was used. The same argument works for general positive masses and in any real inner product space $E\neq\{0\}$. For $E=\mathbb R$ the norm is the absolute value and `•` is multiplication.

```lean
import Mathlib

open scoped InnerProductSpace

namespace ExcitonHarmonicConfinement

noncomputable section

variable {E : Type*} [NormedAddCommGroup E] [InnerProductSpace ℝ E]
```

## The potential and its separation

Bind each particle to the origin by a spring, with stiffnesses $k_e$ and $k_h$:

$$V(x,y)=\tfrac12k_e\|x\|^2+\tfrac12k_h\|y\|^2 .$$

```lean
/-- Potential energy of an electron at `x` and a hole at `y`, each bound to the origin
by a spring, with stiffnesses `ke` and `kh`. -/
def springPotential (ke kh : ℝ) (x y : E) : ℝ :=
  ke * ‖x‖ ^ 2 / 2 + kh * ‖y‖ ^ 2 / 2
```

For masses $m_e,m_h$ and frequencies $\omega_e,\omega_h$ (`me`, `mh`, `we`, `wh`), the stiffnesses are $m_e\omega_e^2$ and $m_h\omega_h^2$. They stand for the curvatures of the confining potentials felt by the two carriers, here isotropic and with a common centre.

```lean
/-- Harmonic confinement of an electron (mass `me`, frequency `we`) and a hole
(mass `mh`, frequency `wh`). -/
def confinement (me mh we wh : ℝ) (x y : E) : ℝ :=
  springPotential (me * we ^ 2) (mh * wh ^ 2) x y
```

Separation with weights $a,b$ means $V(x,y)=F(ax+by)+G(x-y)$ for some real functions $F,G$ on $E$.

```lean
/-- The two-particle potential `V` is a function of the collective coordinate `a x + b y`
plus a function of the relative coordinate `x - y`. -/
def Separates (a b : ℝ) (V : E → E → ℝ) : Prop :=
  ∃ F G : E → ℝ, ∀ x y, V x y = F (a • x + b • y) + G (x - y)
```

With $a=m_e$, $b=m_h$ and $M=m_e+m_h\neq0$, the collective coordinate is $M$ times the centre of mass $X=(m_ex+m_hy)/M$, so a function of one is a function of the other.

```lean
/-- The centre of mass of the electron and the hole. -/
def centreOfMass (me mh : ℝ) (x y : E) : E :=
  (me + mh)⁻¹ • (me • x + mh • y)
```

## Completing the squares

Expanding $\|ax+by\|^2+ab\|x-y\|^2$ cancels the cross terms $\pm2ab\langle x,y\rangle$ and leaves

$$(a+b)\left(a\|x\|^2+b\|y\|^2\right)=\|ax+by\|^2+ab\|x-y\|^2 .$$

The `simp only` call expands the norms, and `ring` collects the terms.

```lean
/-- The weighted sum of squared positions splits into a collective square and a
relative square. -/
theorem weighted_sq_split (a b : ℝ) (x y : E) :
    (a + b) * (a * ‖x‖ ^ 2 + b * ‖y‖ ^ 2)
      = ‖a • x + b • y‖ ^ 2 + a * b * ‖x - y‖ ^ 2 := by
  simp only [norm_add_sq_real, norm_sub_sq_real, norm_smul, mul_pow, Real.norm_eq_abs,
    sq_abs, real_inner_smul_left, real_inner_smul_right]
  ring
```

## The condition on the stiffnesses

Let $a+b\ne0$ and choose $v\neq0$ in $E$. The rectangle is now

| $(x,y)$ | $ax+by$ | $x-y$ |
|---|---|---|
| $((1+b)v,(1-a)v)$ | $(a+b)v$ | $(a+b)v$ |
| $(v,v)$ | $(a+b)v$ | $0$ |
| $(bv,-av)$ | $0$ | $(a+b)v$ |
| $(0,0)$ | $0$ | $0$ |

The alternating sum of $V$ is $(bk_e-ak_h)\|v\|^2$, so separation forces $ak_h=bk_e$.

Conversely, if $ak_h=bk_e$, put $s=(k_e+k_h)/(a+b)$. Then $k_e=as$, $k_h=bs$, and the identity above gives

$$V=\frac{s}{2(a+b)}\left(\|ax+by\|^2+ab\|x-y\|^2\right).$$

In the code `h1` to `h4` are the four rows, `key` is their alternating sum, and `t` is $s/(2(a+b))$.

```lean
/-- In a nonzero space and for `a + b ≠ 0`, two springs of arbitrary stiffnesses `ke`, `kh` separate
in `a x + b y` and `x - y` exactly when `a * kh = b * ke`. -/
theorem spring_separates_iff [Nontrivial E] {a b : ℝ} (hab : a + b ≠ 0) (ke kh : ℝ) :
    Separates a b (springPotential ke kh : E → E → ℝ) ↔ a * kh = b * ke := by
  constructor
  · rintro ⟨F, G, h⟩
    obtain ⟨v, hv⟩ := exists_ne (0 : E)
    -- four configurations forming a rectangle in the collective and relative coordinates
    have h1 := h ((1 + b) • v) ((1 - a) • v)
    have h2 := h v v
    have h3 := h (b • v) ((-a) • v)
    have h4 := h 0 0
    rw [show a • (1 + b) • v + b • (1 - a) • v = (a + b) • v by module,
      show (1 + b) • v - (1 - a) • v = (a + b) • v by module] at h1
    rw [show a • v + b • v = (a + b) • v by module, sub_self] at h2
    rw [show a • b • v + b • (-a) • v = (0 : E) by module,
      show b • v - (-a) • v = (a + b) • v by module] at h3
    simp only [smul_zero, add_zero, sub_zero] at h4
    simp only [springPotential, norm_smul, mul_pow, Real.norm_eq_abs, sq_abs,
      norm_zero] at h1 h2 h3 h4
    -- the mixed second difference of a separated potential vanishes
    have key : (b * ke - a * kh) * ‖v‖ ^ 2 = 0 := by
      linear_combination h1 - h2 - h3 + h4
    have hn : ‖v‖ ^ 2 ≠ 0 := pow_ne_zero 2 (norm_ne_zero_iff.mpr hv)
    have hz := (mul_eq_zero.mp key).resolve_right hn
    linear_combination -hz
  · intro h
    -- both stiffnesses are the weights times a common factor
    obtain ⟨s, hke, hkh⟩ : ∃ s : ℝ, ke = a * s ∧ kh = b * s := by
      refine ⟨(ke + kh) / (a + b), ?_, ?_⟩
      · rw [← mul_div_assoc, eq_div_iff hab]
        linear_combination -h
      · rw [← mul_div_assoc, eq_div_iff hab]
        linear_combination h
    obtain ⟨t, ht⟩ : ∃ t : ℝ, t * (a + b) = s / 2 :=
      ⟨s / 2 / (a + b), div_mul_cancel₀ _ hab⟩
    refine ⟨fun R => t * ‖R‖ ^ 2, fun r => t * (a * b) * ‖r‖ ^ 2, fun x y => ?_⟩
    have w := weighted_sq_split a b x y
    simp only [springPotential, hke, hkh]
    linear_combination (-(a * ‖x‖ ^ 2 + b * ‖y‖ ^ 2)) * ht + t * w
```

## Equal frequencies

Inserting masses and frequencies turns the condition into $m_em_h\omega_h^2=m_hm_e\omega_e^2$. Positive masses cancel, and nonnegative frequencies with equal squares are equal.

```lean
/-- Harmonic confinement of an electron and a hole separates into a centre-of-mass part
and a relative part if and only if the two confinement frequencies are equal. -/
theorem confinement_separates_iff [Nontrivial E] {me mh we wh : ℝ}
    (hme : 0 < me) (hmh : 0 < mh) (hwe : 0 ≤ we) (hwh : 0 ≤ wh) :
    (∃ F G : E → ℝ, ∀ x y : E,
      confinement me mh we wh x y = F (me • x + mh • y) + G (x - y)) ↔ we = wh := by
  have hs := spring_separates_iff (E := E) (add_pos hme hmh).ne'
    (me * we ^ 2) (mh * wh ^ 2)
  refine Iff.trans hs ?_
  constructor
  · intro h
    have hsq : we ^ 2 = wh ^ 2 :=
      mul_left_cancel₀ (mul_pos hme hmh).ne' (by linear_combination -h)
    exact (sq_eq_sq₀ hwe hwh).mp hsq
  · intro h
    rw [h]
    ring
```

Without the sign condition the equivalence fails: for unit masses, $\omega_e=1$ and $\omega_h=-1$ give $\tfrac12x^2+\tfrac12y^2=\tfrac14(x+y)^2+\tfrac14(x-y)^2$ on the line. Without $m_h>0$ it fails too: $m_e=1$, $m_h=0$ leaves $\tfrac12\omega_e^2x^2$, a function of $m_ex+m_hy=x$ whatever $\omega_h$ is.

The theorem concerns the potential only. In an effective-mass exciton model with isotropic parabolic bands, the kinetic energy also splits in these coordinates and an attraction depending on $x-y$ can be added to $G$, so equal frequencies reduce the two-body problem to two one-body problems.

## The coupling at unequal frequencies

Write $r=x-y$ and $\mu=m_em_h/M$. Substituting $x=X+(m_h/M)r$ and $y=X-(m_e/M)r$ gives

$$V=\frac{m_e\omega_e^2+m_h\omega_h^2}{2}\|X\|^2+\frac{\mu}{2}\,\frac{m_h\omega_e^2+m_e\omega_h^2}{M}\|r\|^2+\mu(\omega_e^2-\omega_h^2)\langle X,r\rangle .$$

Lean checks this in the other direction, expanding both sides in $x$ and $y$ and clearing denominators. Only $M\ne0$ is needed.

```lean
/-- In centre-of-mass and relative coordinates the confinement is a sum of two harmonic
terms and a bilinear coupling, whose strength is the reduced mass times the difference of
the squared frequencies. -/
theorem confinement_eq_with_coupling {me mh : ℝ} (hM : me + mh ≠ 0) (we wh : ℝ) (x y : E) :
    confinement me mh we wh x y
      = (me * we ^ 2 + mh * wh ^ 2) / 2 * ‖centreOfMass me mh x y‖ ^ 2
        + me * mh / (me + mh) * ((mh * we ^ 2 + me * wh ^ 2) / (me + mh)) / 2
          * ‖x - y‖ ^ 2
        + me * mh / (me + mh) * (we ^ 2 - wh ^ 2)
          * ⟪centreOfMass me mh x y, x - y⟫_ℝ := by
  have hc : ⟪y, x⟫_ℝ = ⟪x, y⟫_ℝ := real_inner_comm _ _
  simp only [confinement, springPotential, centreOfMass, norm_smul, mul_pow,
    Real.norm_eq_abs, sq_abs, norm_add_sq_real, norm_sub_sq_real, real_inner_smul_left,
    real_inner_smul_right, inner_add_left, inner_sub_right, real_inner_self_eq_norm_sq, hc]
  field_simp
  ring
```

## All separations at a common frequency

Let $\omega_e=\omega_h=w$ and suppose $V=F+G$ as above. The origin gives $G(0)=-F(0)$. Placing both particles at $R/M$ gives $F(R)+G(0)$, and placing them at $(m_h/M)r$ and $-(m_e/M)r$ gives $F(0)+G(r)$. With $c=F(0)$,

$$F(R)=\frac{w^2\|R\|^2}{2M}+c,\qquad G(r)=\tfrac12\mu w^2\|r\|^2-c .$$

Here $R=MX$ is the unnormalised coordinate, so the first profile is $\tfrac12Mw^2\|X\|^2+c$. Conversely, the weighted identity shows that these profiles add up to $V$ for every $c$.

```lean
/-- For a common frequency `w`, the separations of the confinement are exactly the harmonic
centre-of-mass and relative profiles, up to a constant shifted between them. -/
theorem equal_frequency_profiles {me mh : ℝ} (hM : me + mh ≠ 0) (w : ℝ) (F G : E → ℝ) :
    (∀ x y, confinement me mh w w x y = F (me • x + mh • y) + G (x - y)) ↔
      ∃ c : ℝ, (∀ R, F R = w ^ 2 * ‖R‖ ^ 2 / (2 * (me + mh)) + c) ∧
        ∀ r, G r = me * mh / (me + mh) * w ^ 2 * ‖r‖ ^ 2 / 2 - c := by
  constructor
  · intro h
    refine ⟨F 0, fun R => ?_, fun r => ?_⟩
    · -- electron and hole at the same point probe the centre-of-mass profile
      have h0 := h 0 0
      have h1 := h ((me + mh)⁻¹ • R) ((me + mh)⁻¹ • R)
      rw [← add_smul, smul_inv_smul₀ hM, sub_self] at h1
      simp only [smul_zero, add_zero, sub_zero] at h0
      simp only [confinement, springPotential, norm_smul, mul_pow, Real.norm_eq_abs,
        sq_abs, norm_zero] at h0 h1
      have key : me * w ^ 2 * ((me + mh)⁻¹ ^ 2 * ‖R‖ ^ 2) / 2
          + mh * w ^ 2 * ((me + mh)⁻¹ ^ 2 * ‖R‖ ^ 2) / 2
          = w ^ 2 * ‖R‖ ^ 2 / (2 * (me + mh)) := by
        field_simp
      linear_combination key - h1 + h0
    · -- a pair with its centre of mass at the origin probes the relative profile
      have h2 := h ((mh * (me + mh)⁻¹) • r) ((-(me * (me + mh)⁻¹)) • r)
      have e : mh * (me + mh)⁻¹ - -(me * (me + mh)⁻¹) = 1 := by
        rw [sub_neg_eq_add, ← add_mul, add_comm mh me, mul_inv_cancel₀ hM]
      rw [show me • (mh * (me + mh)⁻¹) • r + mh • (-(me * (me + mh)⁻¹)) • r = (0 : E) by
        module, ← sub_smul, e, one_smul] at h2
      simp only [confinement, springPotential, norm_smul, Real.norm_eq_abs, mul_pow,
        sq_abs, abs_neg, abs_mul] at h2
      have key : me * w ^ 2 * (mh ^ 2 * (me + mh)⁻¹ ^ 2 * ‖r‖ ^ 2) / 2
          + mh * w ^ 2 * (me ^ 2 * (me + mh)⁻¹ ^ 2 * ‖r‖ ^ 2) / 2
          = me * mh / (me + mh) * w ^ 2 * ‖r‖ ^ 2 / 2 := by
        field_simp
        ring
      linear_combination key - h2
  · rintro ⟨c, hF, hG⟩ x y
    have hw := weighted_sq_split me mh x y
    have hi : (me + mh)⁻¹ * (me + mh) = 1 := inv_mul_cancel₀ hM
    rw [hF, hG, ← div_div]
    simp only [confinement, springPotential]
    linear_combination (-(w ^ 2 / 2 * (me * ‖x‖ ^ 2 + mh * ‖y‖ ^ 2))) * hi
      + w ^ 2 / 2 * (me + mh)⁻¹ * hw

end

end ExcitonHarmonicConfinement
```

```lean
#print axioms ExcitonHarmonicConfinement.confinement_separates_iff
-- 'ExcitonHarmonicConfinement.confinement_separates_iff' depends on axioms: [propext, Classical.choice, Quot.sound]
#print axioms ExcitonHarmonicConfinement.confinement_eq_with_coupling
-- 'ExcitonHarmonicConfinement.confinement_eq_with_coupling' depends on axioms: [propext, Classical.choice, Quot.sound]
#print axioms ExcitonHarmonicConfinement.equal_frequency_profiles
-- 'ExcitonHarmonicConfinement.equal_frequency_profiles' depends on axioms: [propext, Classical.choice, Quot.sound]
```
